# The energy of a cell turning in a coordinate plane changes at a rate equal to the difference of two off-diagonal stress components, with stress not divided by volume

The theorem `hasDerivAt_energy` concerns a real-valued energy `E` of homogeneous deformations, given as real `d` by `d` matrices. A cell `F` is multiplied from the left by the rotation through an angle `θ` in the plane of two distinct axes `a` and `b`, where a positive angle turns axis `a` towards axis `b`. The stress component `a b` at a cell `G` is the derivative of the energy along `E_ab G`, where the matrix `E_ab` has a single entry 1 in row `a` and column `b`; it is not divided by the volume. If `E` is differentiable at the turned cell, its derivative with respect to the angle is the stress component `b a` minus the component `a b`, both taken at the turned cell. The energy is not assumed to be invariant under rotations. The proof applies the chain rule to the known velocity of the turned cell, then uses linearity of the derivative `E'` to split the result into the two stress components.

This version doesn't compile in Lean 4 with Mathlib:

```lean
import Mathlib

open Matrix

namespace StressSymmetry

noncomputable section

attribute [local instance] Matrix.normedAddCommGroup Matrix.normedSpace

variable {d : ℕ}

/-- Real `d` by `d` matrices, describing homogeneous deformations of the cell. -/
abbrev Cell (d : ℕ) := Matrix (Fin d) (Fin d) ℝ

/-- The stress at the deformation `F`, for an energy with derivative `E'` there: component `a b`
is the derivative along the strain `E_ab` applied to `F`, not divided by the volume. -/
def stress (E' : Cell d →L[ℝ] ℝ) (F : Cell d) : Cell d :=
  Matrix.of fun a b => E' (Matrix.single a b 1 * F)

/-- The generator of rotations in the plane of the axes `a` and `b`. -/
def planeGen (a b : Fin d) : Cell d := Matrix.single b a 1 - Matrix.single a b 1

/-- The sum of the projectors on the axes `a` and `b`. -/
def planeProj (a b : Fin d) : Cell d := Matrix.single a a 1 + Matrix.single b b 1

/-- The rotation by the angle `θ` in the plane of two distinct axes `a` and `b`. -/
def planeRotation (a b : Fin d) (θ : ℝ) : Cell d :=
  1 + (Real.cos θ - 1) • planeProj a b + Real.sin θ • planeGen a b

/-- The products of the generator and the projector of a coordinate plane. -/
theorem plane_algebra {a b : Fin d} (hab : a ≠ b) :
    planeProj a b * planeProj a b = planeProj a b ∧
    planeProj a b * planeGen a b = planeGen a b ∧
    planeGen a b * planeProj a b = planeGen a b ∧
    planeGen a b * planeGen a b = -planeProj a b := by
  refine ⟨?_, ?_, ?_, ?_⟩ <;>
    simp [planeGen, planeProj, mul_add, add_mul, mul_sub, sub_mul, hab, hab.symm] <;> abel

/-- The velocity of a cell `F` turned in a plane is the generator applied to the turned cell. -/
theorem hasDerivAt_planeRotation_mul {a b : Fin d} (hab : a ≠ b) (F : Cell d) (θ : ℝ) :
    HasDerivAt (fun t => planeRotation a b t * F)
      (planeGen a b * (planeRotation a b θ * F)) θ := by
  obtain ⟨_, _, hKP, hKK⟩ := plane_algebra hab
  have h := ((((Real.hasDerivAt_cos θ).sub_const 1).smul_const (planeProj a b * F)).const_add
    F).add ((Real.hasDerivAt_sin θ).smul_const (planeGen a b * F))
  have hf : (fun t => planeRotation a b t * F) = fun t =>
      F + (Real.cos t - 1) • (planeProj a b * F) + Real.sin t • (planeGen a b * F) := by
    funext t
    simp only [planeRotation, add_mul, one_mul, smul_mul_assoc]
  rw [hf]
  refine h.congr_deriv ?_
  rw [← mul_assoc]
  simp only [planeRotation, mul_add, mul_one, mul_smul_comm, hKP, hKK, add_mul, smul_mul_assoc,
    neg_mul, smul_neg]
  module

/-- When the cell is turned in the plane of two distinct axes `a` and `b`, an energy that is
differentiable at the turned cell changes at a rate equal to the difference of the stress components
`b a` and `a b`. -/
theorem hasDerivAt_energy {E : Cell d → ℝ} {E' : Cell d →L[ℝ] ℝ} {a b : Fin d} (hab : a ≠ b)
    (F : Cell d) (θ : ℝ) (hE : HasFDerivAt E E' (planeRotation a b θ * F)) :
    HasDerivAt (fun t => E (planeRotation a b t * F))
      (stress E' (planeRotation a b θ * F) b a - stress E' (planeRotation a b θ * F) a b) θ := by
  have h := hE.comp_hasDerivAt θ (hasDerivAt_planeRotation_mul hab F θ)
  refine h.congr_deriv ?_
  simp only [stress, planeGen, sub_mul, map_sub, Matrix.of_apply]

end

end StressSymmetry
```

The error:

```
Main.lean:64:95: error: unsolved goals
d : ℕ
E : Cell d → ℝ
E' : Cell d →L[ℝ] ℝ
a b : Fin d
hab : a ≠ b
F : Cell d
θ : ℝ
hE : HasFDerivAt E E' (planeRotation a b θ * F)
h : HasDerivAt (E ∘ fun t => planeRotation a b t * F) (E' (planeGen a b * (planeRotation a b θ * F))) θ
⊢ E' (single b a 1 * (planeRotation a b θ * F) - single a b 1 * (planeRotation a b θ * F)) =
    E' (single b a 1 * (planeRotation a b θ * F)) - E' (single a b 1 * (planeRotation a b θ * F))
Main.lean:67:40: warning: This simp argument is unused:
  map_sub

Hint: Omit it from the simp argument list.
  [apply] simp only [stress, planeGen, sub_mul, Matrix.of_apply]

Note: This linter can be disabled with `set_option linter.unusedSimpArgs false`
```

Diagnosis. The error shows that the chain rule step worked and that `simp only` unfolded the stress and the generator, but left a goal of the form `E' (x - y) = E' x - E' y`. This is just what `map_sub` states, yet the warning says that `simp only` never used it.

The visible form fits, so the mismatch must lie in what is not printed, the instances. Matrices have their own subtraction, which `sub_mul` produces here, and they also get one through the local instance `Matrix.normedAddCommGroup`. The two agree by definition, but `simp` unfolds only a limited amount when matching instances. The messages do not show which instance check failed.

The repair proves the identity as `key` for a general normed space `V`, where all the structure comes from one source and `map_sub` applies. Then `exact key (Cell d) E' _ _` closes the goal, since `exact` may unfold more definitions to see that the instances agree. Dropping `map_sub` from the `simp only` list is mere tidying, as is the added comment.

As a diff, the version that Lean accepts:

```diff
@@ -65,5 +65,11 @@
   have h := hE.comp_hasDerivAt θ (hasDerivAt_planeRotation_mul hab F θ)
   refine h.congr_deriv ?_
-  simp only [stress, planeGen, sub_mul, map_sub, Matrix.of_apply]
+  -- linearity of the derivative, stated for a general normed space
+  have key : ∀ (V : Type) [NormedAddCommGroup V] [NormedSpace ℝ V] (L : V →L[ℝ] ℝ) (x y : V),
+      L (x - y) = L x - L y := by
+    intro V _ _ L x y
+    exact map_sub L x y
+  simp only [stress, planeGen, sub_mul, Matrix.of_apply]
+  exact key (Cell d) E' _ _
 
 end
```
